# Gap labels below q/2 in size fix the band Chern numbers at flux p/q: a − q occurs a times and a occurs q − a times, with a the inverse of p in 0, …, q − 1

Put non-interacting electrons, all with the same spin direction, on a square lattice with nearest-neighbour hopping and p/q magnetic flux quanta through each plaquette, with p coprime to q and q odd: the single band splits into q subbands, and in every gap between them the Hall conductance is an integer multiple of e²/h. Which integers does that leave for the individual bands?

```lean
import Mathlib

open Finset

namespace HofstadterBandChern

/-- The integers `t r` label the gaps `r = 0, …, q` at flux `p / q`: they solve the
Diophantine equation `p t_r = r` modulo `q` and satisfy `|t_r| < q / 2`. -/
def IsGapLabelling (p : ℤ) (q : ℕ) (t : ℕ → ℤ) : Prop :=
  ∀ r ≤ q, (q : ℤ) ∣ p * t r - r ∧ 2 * |t r| < q

/-- The Chern number of band `j`, counted from zero: the label of the gap above the band
minus the label of the gap below it. -/
def bandChern (t : ℕ → ℤ) (j : ℕ) : ℤ := t (j + 1) - t j

/-- Explicit gap labels for flux `2 / 5`. -/
def labelTwoFifths (r : ℕ) : ℤ := (3 * (r : ℤ) + 2) % 5 - 2

/-- The explicit labels at flux `2 / 5` form a gap labelling, and `3` is the inverse of `2`
modulo `5`. -/
theorem isGapLabelling_witness :
    IsGapLabelling 2 5 labelTwoFifths ∧ (5 : ℤ) ∣ 2 * 3 - 1 := by
  refine ⟨fun r _ => ⟨?_, ?_⟩, by norm_num⟩
  · unfold labelTwoFifths
    push_cast
    omega
  · have hb : |labelTwoFifths r| ≤ 2 := by
      unfold labelTwoFifths
      exact abs_le.mpr ⟨by omega, by omega⟩
    push_cast
    linarith

/-- A multiple of `q` strictly between `-q` and `q` is zero. -/
theorem eq_zero_of_small {q x : ℤ} (h : q ∣ x) (h1 : -q < x) (h2 : x < q) : x = 0 := by
  obtain ⟨k, rfl⟩ := h
  have hq : 0 < q := by linarith
  have hk1 : k < 1 := by
    by_contra hk
    nlinarith
  have hk2 : -1 < k := by
    by_contra hk
    nlinarith
  have hk : k = 0 := by omega
  rw [hk, mul_zero]

variable {p : ℤ} {q a : ℕ} {t : ℕ → ℤ}

/-- Each gap label lies strictly between `-q / 2` and `q / 2`. -/
theorem label_bounds (h : IsGapLabelling p q t) {r : ℕ} (hr : r ≤ q) :
    -(q : ℤ) < 2 * t r ∧ 2 * t r < q := by
  have h0 := (h r hr).2
  have h1 := le_abs_self (t r)
  have h2 := neg_le_abs (t r)
  constructor <;> linarith

/-- If `a` inverts `p` modulo `q`, the label of gap `r` is `a r` modulo `q`. -/
theorem label_congr (h : IsGapLabelling p q t) (hinv : (q : ℤ) ∣ p * a - 1)
    {r : ℕ} (hr : r ≤ q) : (q : ℤ) ∣ t r - a * (r : ℤ) := by
  obtain ⟨m, hm⟩ := hinv
  obtain ⟨n, hn⟩ := (h r hr).1
  exact ⟨a * n - t r * m, by linear_combination (a : ℤ) * hn - t r * hm⟩

/-- Every band has Chern number `a - q` or `a`, where `a < q` is the inverse of `p`
modulo `q`. -/
theorem bandChern_two_values (h : IsGapLabelling p q t) (haq : a < q)
    (hinv : (q : ℤ) ∣ p * a - 1) {j : ℕ} (hj : j < q) :
    bandChern t j = (a : ℤ) - q ∨ bandChern t j = a := by
  have hd : (q : ℤ) ∣ t (j + 1) - t j - a := by
    have e : t (j + 1) - t j - a
        = (t (j + 1) - a * ((j + 1 : ℕ) : ℤ)) - (t j - a * (j : ℤ)) := by
      push_cast
      ring
    rw [e]
    exact dvd_sub (label_congr h hinv hj) (label_congr h hinv hj.le)
  have b1 := label_bounds h (r := j + 1) hj
  have b2 := label_bounds h hj.le
  unfold bandChern
  -- the difference minus `a` is a multiple of `q` between `-2q` and `q`
  by_cases hc : -(q : ℤ) < t (j + 1) - t j - a
  · right
    have := eq_zero_of_small hd hc (by omega)
    omega
  · left
    have := eq_zero_of_small (dvd_add hd (dvd_refl (q : ℤ))) (by omega) (by omega)
    omega

/-- The Chern numbers of all `q` bands add up to zero. -/
theorem sum_bandChern (h : IsGapLabelling p q t)
    (hinv : (q : ℤ) ∣ p * a - 1) : ∑ j ∈ range q, bandChern t j = 0 := by
  unfold bandChern
  rw [Finset.sum_range_sub]
  have b1 := label_bounds h le_rfl
  have b2 := label_bounds h (Nat.zero_le q)
  have hd : (q : ℤ) ∣ t q - t 0 := by
    have e : t q - t 0
        = (t q - a * (q : ℤ)) - (t 0 - a * ((0 : ℕ) : ℤ)) + a * (q : ℤ) := by
      push_cast
      ring
    rw [e]
    exact dvd_add (dvd_sub (label_congr h hinv le_rfl) (label_congr h hinv (Nat.zero_le q)))
      (dvd_mul_left _ _)
  exact eq_zero_of_small hd (by omega) (by omega)

/-- At flux `p / q`, with `a < q` the inverse of `p` modulo `q`, every band has Chern number
`a - q` or `a`; the first value occurs exactly `a` times and the second `q - a` times. -/
theorem bandChern_distribution (h : IsGapLabelling p q t) (haq : a < q)
    (hinv : (q : ℤ) ∣ p * a - 1) :
    (∀ j < q, bandChern t j = (a : ℤ) - q ∨ bandChern t j = a) ∧
    ((range q).filter fun j => bandChern t j = (a : ℤ) - q).card = a ∧
    ((range q).filter fun j => bandChern t j = (a : ℤ)).card = q - a := by
  have hq : (q : ℤ) ≠ 0 := by omega
  have h0 := sum_bandChern h hinv
  refine ⟨fun j hj => bandChern_two_values h haq hinv hj, ?_, ?_⟩
  · -- each band contributes `a`, lowered by `q` on the bands being counted
    have hs : ∑ j ∈ range q, bandChern t j = ∑ j ∈ range q,
        ((a : ℤ) - q * (if bandChern t j = (a : ℤ) - q then 1 else 0)) := by
      refine Finset.sum_congr rfl fun j hj => ?_
      rcases bandChern_two_values h haq hinv (Finset.mem_range.mp hj) with hv | hv
      · rw [if_pos hv, hv]
        ring
      · rw [if_neg (by omega), hv]
        ring
    rw [h0, Finset.sum_sub_distrib, ← Finset.mul_sum, Finset.sum_boole, Finset.sum_const,
      Finset.card_range, nsmul_eq_mul] at hs
    have hN := mul_left_cancel₀ hq (sub_eq_zero.mp hs.symm)
    exact_mod_cast hN.symm
  · -- each band contributes `a - q`, raised by `q` on the bands being counted
    have hs : ∑ j ∈ range q, bandChern t j = ∑ j ∈ range q,
        (((a : ℤ) - q) + q * (if bandChern t j = (a : ℤ) then 1 else 0)) := by
      refine Finset.sum_congr rfl fun j hj => ?_
      rcases bandChern_two_values h haq hinv (Finset.mem_range.mp hj) with hv | hv
      · rw [if_neg (by omega), hv]
        ring
      · rw [if_pos hv, hv]
        ring
    rw [h0, Finset.sum_add_distrib, ← Finset.mul_sum, Finset.sum_boole, Finset.sum_const,
      Finset.card_range, nsmul_eq_mul] at hs
    have hN := mul_left_cancel₀ hq
      (show (q : ℤ) * (((range q).filter fun j => bandChern t j = (a : ℤ)).card : ℤ)
        = q * ((q : ℤ) - a) by linear_combination -hs)
    omega

/-- A band has Chern number `a - q` exactly when the label of the gap below it, raised by `a`,
exceeds `q / 2`; here `a < q` is the inverse of `p` modulo `q`. -/
theorem bandChern_eq_low_iff (h : IsGapLabelling p q t) (haq : a < q)
    (hinv : (q : ℤ) ∣ p * a - 1) {j : ℕ} (hj : j < q) :
    bandChern t j = (a : ℤ) - q ↔ (q : ℤ) < 2 * (t j + a) := by
  have b1 := label_bounds h (r := j + 1) hj
  have hv := bandChern_two_values h haq hinv hj
  unfold bandChern at hv ⊢
  constructor
  · intro hl
    omega
  · intro hl
    omega

/-- Bands placed symmetrically about the centre of the spectrum have equal Chern numbers. -/
theorem bandChern_mirror (h : IsGapLabelling p q t) (hinv : (q : ℤ) ∣ p * a - 1)
    {j k : ℕ} (hjk : j + k + 1 = q) : bandChern t j = bandChern t k := by
  -- labels of mirror gaps are opposite
  have key : ∀ r s : ℕ, r + s = q → t r + t s = 0 := by
    intro r s hrs
    have hr : r ≤ q := by omega
    have hs : s ≤ q := by omega
    have b1 := label_bounds h hr
    have b2 := label_bounds h hs
    have hc : (r : ℤ) + s = q := by exact_mod_cast hrs
    have hd : (q : ℤ) ∣ t r + t s := by
      have e : t r + t s = (t r - a * (r : ℤ)) + (t s - a * (s : ℤ)) + a * (q : ℤ) := by
        rw [← hc]
        ring
      rw [e]
      exact dvd_add (dvd_add (label_congr h hinv hr) (label_congr h hinv hs))
        (dvd_mul_left _ _)
    exact eq_zero_of_small hd (by omega) (by omega)
  have h1 := key (j + 1) k (by omega)
  have h2 := key j (k + 1) (by omega)
  unfold bandChern
  linarith

/-- At flux `1 / q` the band with Chern number `1 - q` is exactly the central one. -/
theorem bandChern_unit_flux (h : IsGapLabelling 1 q t) (hq : 1 < q) {j : ℕ} (hj : j < q) :
    bandChern t j = 1 - (q : ℤ) ↔ 2 * j + 1 = q := by
  have hi := bandChern_eq_low_iff (a := 1) h hq (by norm_num) hj
  have hd := (h j hj.le).1
  rw [one_mul] at hd
  have b := label_bounds h hj.le
  push_cast at hi
  rw [hi]
  constructor
  · intro hl
    have := eq_zero_of_small hd (by omega) (by omega)
    omega
  · intro hl
    have := eq_zero_of_small hd (by omega) (by omega)
    omega

end HofstadterBandChern
```

```lean
#print axioms HofstadterBandChern.bandChern_distribution
-- 'HofstadterBandChern.bandChern_distribution' depends on axioms: [propext, Classical.choice, Quot.sound]
#print axioms HofstadterBandChern.bandChern_eq_low_iff
-- 'HofstadterBandChern.bandChern_eq_low_iff' depends on axioms: [propext, Classical.choice, Quot.sound]
#print axioms HofstadterBandChern.bandChern_mirror
-- 'HofstadterBandChern.bandChern_mirror' depends on axioms: [propext, Classical.choice, Quot.sound]
#print axioms HofstadterBandChern.bandChern_unit_flux
-- 'HofstadterBandChern.bandChern_unit_flux' depends on axioms: [propext, Classical.choice, Quot.sound]
```

## What is assumed about the labels, and what follows

Number the gaps r = 0, …, q from below. Gap 0 is the region under the whole spectrum, gap q the region above it, and the others lie between neighbouring bands. An integer t_r is attached to each gap. `IsGapLabelling p q t` says that for every r ≤ q

p t_r ≡ r (mod q) and 2|t_r| < q.

The labels are given as a function `t : ℕ → ℤ`, of which only the values up to r = q matter. The bands are numbered j = 0, …, q − 1, and band j lies between gaps j and j + 1. Its Chern number is defined by `bandChern` as

C_j = t_(j+1) − t_j.

The remaining datum is a natural number a < q with pa ≡ 1 (mod q), which is the hypothesis `hinv`. For q ≥ 2 it lies between 1 and q − 1; for q = 1 it is 0.

The main theorem, `bandChern_distribution`, has three parts. Every C_j is either a − q or a. The set of bands with C_j = a − q has exactly a elements. The set with C_j = a has exactly q − a elements. The Chern numbers are integers, so a − q may be negative, while the two counts are natural numbers. In the smallest case, q = 1, the only band has Chern number 0.

Neither the oddness of q nor the coprimality of p and q appears as a separate hypothesis. Coprimality follows from the congruence at r = 1. As for parity, the labels run through all residues modulo q, and for even q the residue q/2 has no representative strictly inside the window, so no labelling exists.

## The physics behind the congruence and the window

With r bands filled, each holding 1/q of an electron per plaquette for the single spin direction considered, the density is r/q. Within a gap the density ρ, in electrons per plaquette, is a linear function of the number φ of flux quanta per plaquette, ρ = u + tφ with integers u and t. By the Streda formula the slope t is the Hall conductance in units of e²/h, up to a sign convention. Setting φ = p/q and multiplying by q gives

r = qu + p t,

which is the congruence in `IsGapLabelling`. Here the Streda relation is an input, expressed through the definition, and is not derived.

The congruence determines t_r only up to multiples of q. The window |t_r| < q/2 makes the choice, and it stands for the behaviour of the square lattice with nearest-neighbour hopping. With other lattices or further hoppings, gaps can close and reopen with a label shifted by a multiple of q, and the window may then fail.

The difference t_(j+1) − t_j is the change in Hall conductance, in units of e²/h, when band j is filled. By the Thouless–Kohmoto–Nightingale–den Nijs formula this change equals, up to a sign convention, the Chern number of the band, which is the integral of its Berry curvature divided by 2π; `bandChern` takes its name from that. No Hamiltonian, Bloch state or Berry curvature enters the file. For non-interacting electrons in this model at odd q, the result provides a check on Chern numbers computed numerically on a momentum grid: both the values and their multiplicities are known in advance, up to an overall sign that depends on conventions.

## Why only two values are possible

First solve the congruence for t_r. Write p t_r − r = qn and pa − 1 = qm. Multiplying the first equation by a and using the second gives

t_r − a r = q(a n − m t_r),

so t_r ≡ a r (mod q). This is `label_congr`, where `linear_combination` checks the same algebra.

Subtracting the congruences for neighbouring gaps gives

C_j − a ≡ 0 (mod q).

Both labels lie strictly between −q/2 and q/2, so −q < C_j < q. Since 0 ≤ a < q, it follows that

−2q < C_j − a < q.

The only multiples of q in this range are −q and 0, hence C_j = a − q or C_j = a.

In Lean, `label_bounds` turns the absolute value into two linear inequalities. The proof of `bandChern_two_values` then splits on whether C_j − a exceeds −q. If it does, `eq_zero_of_small` shows that C_j − a is zero; otherwise the same lemma is applied to C_j − a + q. That lemma says that a multiple of q strictly between −q and q vanishes, and it is used again for the vanishing total, the mirror symmetry and the case of flux 1/q.

## The vanishing total fixes the multiplicities

The sum over all bands telescopes:

∑_j C_j = t_q − t_0.

Since t_q ≡ aq ≡ 0 and t_0 ≡ 0 (mod q), the difference is a multiple of q. The window places it strictly between −q and q, so it is zero. This is `sum_bandChern`, with `Finset.sum_range_sub` doing the telescoping. Physically, the completely filled set of bands has no Hall conductance.

Let N be the number of bands with Chern number a − q. Each band contributes a, and N of them contribute q less, so

0 = qa − qN,

and N = a. If M bands carry the value a, start from a − q for every band and add q for each of these M:

0 = q(a − q) + qM,

so M = q − a.

The device that makes this count formal is an indicator function inside the sum. The proof rewrites each Chern number as

C_j = a − q · (1 if C_j = a − q, otherwise 0).

For a band with the low value this reads a − q; for any other band it reads a. The second case needs the two values to be different, which holds because q ≠ 0. In the code the indicator is an `if … then 1 else 0`, and the two cases are settled by `if_pos` and `if_neg`.

The Mathlib lemma `Finset.sum_boole` then replaces the sum of the indicator by the cardinality of the filtered set, read as an integer. This connects a statement about a sum of Chern numbers with a statement about how many bands there are of a given kind. After `Finset.sum_const` has evaluated the constant part, the hypothesis `hs` is the equation 0 = qa − qN. The lemma `mul_left_cancel₀` removes the factor q, and `exact_mod_cast` carries the equality of integers back to natural numbers. The count of the other value follows the same pattern, with a − q as the baseline.

## Where the low value sits in the spectrum

The multiplicities do not say which bands carry a − q. The theorem `bandChern_eq_low_iff` decides this from the gap below the band:

C_j = a − q exactly when 2(t_j + a) > q.

If C_j = a, then t_j + a is the next label and must lie below q/2. If C_j = a − q, the next label is t_j + a − q, which must lie above −q/2, so t_j + a > q/2. In other words, the label climbs by a from gap to gap and drops by an additional q whenever it would leave the window. Given the two possible values and the bounds, `omega` settles both directions.

The pattern is symmetric. For gaps with r + s = q,

t_r + t_s ≡ a(r + s) = aq ≡ 0 (mod q),

and the window again forces the sum to be zero, so t_s = −t_r. For bands with j + k + 1 = q this gives

C_j = t_(j+1) − t_j = −t_k + t_(k+1) = C_k.

This is `bandChern_mirror`; its internal statement `key` is the relation between opposite labels.

At flux 1/q with q > 1, the inverse is a = 1, so the value 1 − q occurs once. The theorem `bandChern_unit_flux` places it on the central band, 2j + 1 = q. By the criterion, band j has this value when 2(t_j + 1) > q. Together with 2t_j < q this means 2t_j + 1 = q. Now t_j − j is a multiple of q, and both numbers lie between 0 and q − 1, so t_j = j and 2j + 1 = q. Conversely, on the central band j = (q − 1)/2, the window again makes t_j − j smaller than q in size, so t_j = j, and 2(t_j + 1) = q + 1 exceeds q. Every other band has Chern number 1.

## Flux 2/5 worked out

Take p = 2 and q = 5. Since 2 · 3 = 6 ≡ 1 (mod 5), the inverse is a = 3. For r = 0, …, 5, the residues of 3r that lie between −2 and 2 are

t_0, …, t_5 = 0, −2, 1, −1, 2, 0.

For instance, 2 · (−2) = −4 ≡ 1 (mod 5), as gap 1 requires. The successive differences are

C_0, …, C_4 = −2, 3, −2, 3, −2.

The value a − q = −2 occurs three times and a = 3 occurs twice. The total is −6 + 6 = 0, and the list reads the same in both directions. The criterion agrees: 2(t_j + 3) equals 6, 2, 8, 4 and 10 for the five bands, and it exceeds 5 for bands 0, 2 and 4.

The function `labelTwoFifths` produces these labels by a closed formula, and `isGapLabelling_witness` proves that they satisfy the congruence and the window, and that 3 inverts 2 modulo 5. The main theorem therefore applies to an actual labelling at this flux. For other fluxes a labelling enters as a hypothesis; the file contains no general construction.
